# Coulomb and exchange integrals of real s orbitals on a finite radial grid: \(0\le K_{ab}\le J_{ab}\)

After tabulating the two-electron integrals of an atom on a radial grid, a Hartree-Fock program can test each pair of s orbitals: an exchange integral \(K_{ab}\) that is negative, or larger than the Coulomb integral \(J_{ab}\), by more than rounding error points to a fault. This holds for real orbitals, positive radii, non-negative quadrature weights and integrals computed as double sums over the grid with the interaction \(1/\max(r,r')\) of spherical shells of radii \(r\) and \(r'\), however coarse the grid is.

Write an s orbital as \(u_a(r)/(r\sqrt{4\pi})\), with \(u_a\) real. On grid points \(r_i>0\) with weights \(w_i\ge 0\), set \(a_i=\sqrt{w_i}\,u_a(r_i)\), and define \(b_i\) likewise from \(u_b\). Then \(a_i^2\) is the charge that orbital \(a\) places on the spherical shell of radius \(r_i\), and normalisation reads \(\sum_i a_i^2=1\). Two concentric, uniformly charged shells interact as if the inner charge sat at the centre, so in atomic units the interaction of unit charges is \(1/\max(r_i,r_j)\). The integrals become

\[
J_{ab}=\sum_{i,j}\frac{a_i^2\,b_j^2}{\max(r_i,r_j)},\qquad
K_{ab}=\sum_{i,j}\frac{a_ib_i\,a_jb_j}{\max(r_i,r_j)} .
\]

The double sum need not be formed explicitly. With the radii sorted in increasing order, the potential of charges \(q_j\) at shell \(i\) is

\[
V_i=\frac1{r_i}\sum_{j\le i}q_j+\sum_{j>i}\frac{q_j}{r_j},
\]

which two running sums deliver for all \(i\) in linear time. Taking \(q_j=a_jb_j\) gives \(K_{ab}=\sum_i a_ib_iV_i\). If a program computes \(V\) by a scheme that amounts to a different kernel, the proof below does not cover its integrals, and a small violation may be discretisation error rather than a fault.

## Building up the charge from the inside outwards

For a finite set \(s\) of shells with charges \(q_i\) of either sign, let

\[
F_s(q)=\sum_{i,j\in s}\frac{q_iq_j}{\max(r_i,r_j)},\qquad Q=\sum_{i\in s}q_i .
\]

Add a shell \(m\) whose radius is at least that of every shell in \(s\). Each new term has \(r_m\) in the denominator; the cross terms occur twice and the self-term once:

\[
F_{s\cup\{m\}}=F_s+\frac{2q_mQ+q_m^2}{r_m}.
\]

This yields a lower bound: if all shells of \(s\) lie within radius \(R\), then \(F_s\ge Q^2/R\). For no shells both sides are zero. If the bound holds for \(s\), apply it with \(R=r_m\), which is allowed because \(m\) is outermost:

\[
F_{s\cup\{m\}}\ge\frac{Q^2+2q_mQ+q_m^2}{r_m}=\frac{(Q+q_m)^2}{r_m}\ge\frac{(Q+q_m)^2}{R}.
\]

The last step uses \(0<r_m\le R\). Physically, moving all the charge out to one larger sphere does not raise the electrostatic energy. Since the right-hand side is non-negative, \(F\ge0\) for all real charges, so the kernel is positive semidefinite. The choice \(q_i=a_ib_i\) gives \(K_{ab}\ge0\).

The bound is strict if the radii are distinct, all lie strictly inside \(R\), and some charge is nonzero. When some inner charge is nonzero, the inner shells lie strictly inside \(r_m\), and the induction hypothesis already gives \(F_s>Q^2/r_m\). Otherwise only \(q_m\ne0\) remains, and \(q_m^2/r_m>q_m^2/R\). Hence, for distinct radii, \(K_{ab}=0\) exactly when \(a_ib_i=0\) on every shell. For arbitrary vectors \((a_i)\) and \((b_i)\) this can fail when radii coincide: overlap charges \(+1\) and \(-1\) on two shells of equal radius cancel. Amplitudes sampled from functions \(u_a\) and \(u_b\) cannot do this, because at equal radii the products \(a_ib_i=w_i\,u_a(r_i)\,u_b(r_i)\) never have opposite signs.

## The difference between Coulomb and exchange

Expand the square

\[
(a_ib_j-a_jb_i)^2=a_i^2b_j^2+a_j^2b_i^2-2\,a_ib_i\,a_jb_j .
\]

Multiply by the kernel and sum. The first two terms each give \(J_{ab}\), because the kernel is symmetric, and the third gives \(-2K_{ab}\). Therefore

\[
J_{ab}-K_{ab}=\frac12\sum_{i,j}\frac{(a_ib_j-a_jb_i)^2}{\max(r_i,r_j)}\ge0 .
\]

Every kernel entry is positive, so equality holds exactly when \(a_ib_j=a_jb_i\) for all pairs, that is, when one of the vectors \((a_i)\) and \((b_i)\) is a multiple of the other.

For two electrons in fixed orthonormal s orbitals \(a\) and \(b\) of this grid model, the open-shell singlet lies \(2K_{ab}\) above the triplet, so \(K_{ab}\ge0\) means that the singlet never lies below the triplet.

## Shells, charges and integrals in Lean

The shells are labelled by a type `ι`, which carries no order.

```lean
import Mathlib

open Finset Matrix

namespace RadialCoulombKernel

noncomputable section

variable {ι : Type*}
```

The radii are a function `r : ι → ℝ`, and the kernel is a real matrix. The shell interaction enters here as a definition; it is not derived from the three-dimensional Coulomb integral.

```lean
/-- The Coulomb interaction `1 / max (r i) (r j)` of unit charges spread uniformly over
concentric spherical shells of radii `r i` and `r j`, in atomic units. -/
def shellKernel (r : ι → ℝ) : Matrix ι ι ℝ :=
  Matrix.of fun i j => 1 / max (r i) (r j)
```

The form \(F_s(q)\) is defined for any finite set `s` of shells, which the induction needs.

```lean
/-- The Coulomb quadratic form of the charges `q i` on the shells in `s`
(twice their electrostatic energy). -/
def shellForm (r q : ι → ℝ) (s : Finset ι) : ℝ :=
  ∑ i ∈ s, ∑ j ∈ s, q i * q j * shellKernel r i j
```

The two integrals sum over all shells, so `ι` must be finite. The arguments `a` and `b` are the weighted amplitudes \(a_i,b_i\). They need be neither normalised nor orthogonal.

```lean
/-- The Coulomb integral `J_ab` of two real radial functions; `a i ^ 2` is the charge that
`a` places on shell `i`. -/
def coulombJ [Fintype ι] (r a b : ι → ℝ) : ℝ :=
  ∑ i, ∑ j, a i ^ 2 * b j ^ 2 * shellKernel r i j

/-- The exchange integral `K_ab`: the Coulomb form of the overlap density `a i * b i`. -/
def exchangeK [Fintype ι] (r a b : ι → ℝ) : ℝ :=
  shellForm r (fun i => a i * b i) univ
```

## The outermost shell and the lower bound

In the next lemma `a` is the label of the added shell, called \(m\) above. The steps `h1` and `h2` evaluate the two sets of cross terms, using `hmax` to replace the maximum by `r a`; `h3` is the self-term.

```lean
/-- Adding an outermost shell `a` adds to the Coulomb form its self-term and twice its interaction
with the total charge of the inner shells, all at distance `r a`. -/
theorem shellForm_insert [DecidableEq ι] (r q : ι → ℝ) {a : ι} {s : Finset ι}
    (ha : a ∉ s) (hmax : ∀ x ∈ s, r x ≤ r a) :
    shellForm r q (insert a s) =
      shellForm r q s + (2 * q a * (∑ i ∈ s, q i) + q a ^ 2) / r a := by
  have h1 : ∑ j ∈ s, q a * q j * shellKernel r a j = q a * (∑ j ∈ s, q j) / r a := by
    rw [Finset.mul_sum, Finset.sum_div]
    refine Finset.sum_congr rfl fun j hj => ?_
    simp only [shellKernel, Matrix.of_apply, max_eq_left (hmax j hj)]
    ring
  have h2 : ∑ i ∈ s, q i * q a * shellKernel r i a = q a * (∑ j ∈ s, q j) / r a := by
    rw [Finset.mul_sum, Finset.sum_div]
    refine Finset.sum_congr rfl fun j hj => ?_
    simp only [shellKernel, Matrix.of_apply, max_eq_right (hmax j hj)]
    ring
  have h3 : shellKernel r a a = 1 / r a := by simp [shellKernel]
  simp only [shellForm, Finset.sum_insert ha, Finset.sum_add_distrib]
  rw [h1, h2, h3]
  ring
```

The induction principle `Finset.induction_on_max_value` adds elements in order of non-decreasing `r`, which is the build-up from the inside outwards. The bound is stated for all `R`, so the induction hypothesis `ih` can be used at `r a`. Then `h2` moves the total charge from `r a` out to `R`, `h3` completes the square, and `linarith` joins the inequalities.

```lean
/-- If the radii are positive and all shells in `s` lie within radius `R`, their Coulomb form is at
least that of the total charge placed on a single shell of radius `R`. -/
theorem outer_shell_bound (r q : ι → ℝ) (hr : ∀ i, 0 < r i) (s : Finset ι) :
    ∀ R : ℝ, (∀ i ∈ s, r i ≤ R) → (∑ i ∈ s, q i) ^ 2 / R ≤ shellForm r q s := by
  classical
  refine Finset.induction_on_max_value r s ?_ ?_
  · intro R _
    simp [shellForm]
  · intro a s ha hmax ih R hR
    rw [shellForm_insert r q ha hmax, Finset.sum_insert ha]
    -- first move the inner charge out to radius `r a`, then everything out to `R`
    have h1 := ih (r a) hmax
    have h2 : (q a + ∑ i ∈ s, q i) ^ 2 / R ≤ (q a + ∑ i ∈ s, q i) ^ 2 / r a :=
      div_le_div_of_nonneg_left (sq_nonneg _) (hr a) (hR a (Finset.mem_insert_self a s))
    have h3 : (q a + ∑ i ∈ s, q i) ^ 2 / r a = (∑ i ∈ s, q i) ^ 2 / r a
        + (2 * q a * (∑ i ∈ s, q i) + q a ^ 2) / r a := by ring
    linarith
```

The strict version assumes distinct radii through `Function.Injective r`. This turns \(r_i\le r_m\) into \(r_i<r_m\) for the inner shells. The split `by_cases hs` separates the case with some nonzero inner charge from the case where only the outermost shell is charged.

```lean
/-- For distinct positive radii strictly inside `R` and charges that do not all vanish, the
outer-shell bound is strict. -/
theorem outer_shell_bound_strict (r q : ι → ℝ) (hr : ∀ i, 0 < r i)
    (hinj : Function.Injective r) (s : Finset ι) :
    ∀ R : ℝ, (∀ i ∈ s, r i < R) → (∃ i ∈ s, q i ≠ 0) →
      (∑ i ∈ s, q i) ^ 2 / R < shellForm r q s := by
  classical
  refine Finset.induction_on_max_value r s ?_ ?_
  · rintro R _ ⟨i, hi, _⟩
    simp at hi
  · intro a s ha hmax ih R hR hq
    rw [shellForm_insert r q ha hmax, Finset.sum_insert ha]
    have hra : r a < R := hR a (Finset.mem_insert_self a s)
    have h3 : (q a + ∑ i ∈ s, q i) ^ 2 / r a = (∑ i ∈ s, q i) ^ 2 / r a
        + (2 * q a * (∑ i ∈ s, q i) + q a ^ 2) / r a := by ring
    by_cases hs : ∃ i ∈ s, q i ≠ 0
    · -- inner charge present: moving it out to `r a` already lowers the energy
      have h1 := ih (r a) (fun i hi => lt_of_le_of_ne (hmax i hi)
        (fun h => ha (hinj h ▸ hi))) hs
      have h2 : (q a + ∑ i ∈ s, q i) ^ 2 / R ≤ (q a + ∑ i ∈ s, q i) ^ 2 / r a :=
        div_le_div_of_nonneg_left (sq_nonneg _) (hr a) hra.le
      linarith
    · -- all charge sits on the outermost shell
      have hs' : ∀ i ∈ s, q i = 0 := fun i hi => by_contra fun h => hs ⟨i, hi, h⟩
      have hqa : q a ≠ 0 := by
        obtain ⟨i, hi, hqi⟩ := hq
        rcases Finset.mem_insert.mp hi with h | h
        · rwa [h] at hqi
        · exact absurd (hs' i h) hqi
      have hpos : 0 < (q a + ∑ i ∈ s, q i) ^ 2 := by
        rw [Finset.sum_eq_zero hs', add_zero]
        positivity
      have h1 := outer_shell_bound r q hr s (r a) hmax
      have h2 := div_lt_div_of_pos_left hpos (hr a) hra
      linarith
```

## Positive semidefiniteness and the two inequalities

`PosSemidef` says that the matrix is Hermitian, here symmetric, and that its quadratic form is non-negative. The equation `e` identifies that form with `shellForm` over all shells. The enclosing radius is \(\sum_i r_i\), which is at least as large as each single radius.

```lean
variable [Fintype ι]

/-- The shell kernel of positive radii is a positive semidefinite matrix. -/
theorem shellKernel_posSemidef (r : ι → ℝ) (hr : ∀ i, 0 < r i) :
    (shellKernel r).PosSemidef := by
  refine Matrix.PosSemidef.of_dotProduct_mulVec_nonneg
    (Matrix.IsHermitian.ext fun i j => by simp [shellKernel, max_comm]) fun x => ?_
  have e : star x ⬝ᵥ (shellKernel r *ᵥ x) = shellForm r x univ := by
    simp only [dotProduct, Matrix.mulVec, shellForm, Pi.star_apply, star_trivial,
      Finset.mul_sum]
    exact Finset.sum_congr rfl fun i _ => Finset.sum_congr rfl fun j _ => by ring
  rw [e]
  -- a sphere of radius `∑ r i` encloses all shells
  exact (div_nonneg (sq_nonneg _) (Finset.sum_nonneg fun i _ => (hr i).le)).trans
    (outer_shell_bound r x hr univ (∑ i, r i) fun i hi =>
      Finset.single_le_sum (fun j _ => (hr j).le) hi)
```

The identity for \(J-K\) needs no assumption on the radii. In its proof `hJ` exchanges the summation indices, and `h` is the expanded square summed over all pairs.

```lean
/-- The difference `J_ab - K_ab` is half the Coulomb-weighted sum of the squared
antisymmetrised products `a i * b j - a j * b i`. -/
theorem coulombJ_sub_exchangeK (r a b : ι → ℝ) :
    coulombJ r a b - exchangeK r a b =
      (∑ i, ∑ j, (a i * b j - a j * b i) ^ 2 * shellKernel r i j) / 2 := by
  have hJ : coulombJ r a b = ∑ i, ∑ j, a j ^ 2 * b i ^ 2 * shellKernel r i j := by
    unfold coulombJ
    rw [Finset.sum_comm]
    refine Finset.sum_congr rfl fun i _ => Finset.sum_congr rfl fun j _ => ?_
    simp only [shellKernel, Matrix.of_apply, max_comm (r j) (r i)]
  have h : ∑ i, ∑ j, (a i * b j - a j * b i) ^ 2 * shellKernel r i j =
      coulombJ r a b + (∑ i, ∑ j, a j ^ 2 * b i ^ 2 * shellKernel r i j)
        - 2 * exchangeK r a b := by
    simp only [coulombJ, exchangeK, shellForm, Finset.mul_sum, ← Finset.sum_add_distrib,
      ← Finset.sum_sub_distrib]
    exact Finset.sum_congr rfl fun i _ => Finset.sum_congr rfl fun j _ => by ring
  rw [h, ← hJ]
  ring
```

Positivity of the entries follows from that of the radii.

```lean
/-- The shell kernel of positive radii has positive entries. -/
theorem shellKernel_pos {ι : Type*} (r : ι → ℝ) (hr : ∀ i, 0 < r i) (i j : ι) :
    0 < shellKernel r i j := by
  simp only [shellKernel, Matrix.of_apply]
  exact one_div_pos.mpr (lt_max_of_lt_left (hr i))
```

The main theorem combines these facts. Its only hypothesis, `hr`, says that every radius is positive; radii may coincide. A grid point at the origin is thus excluded, but since \(u_a(0)=0\) for a regular orbital it carries no charge and can be left out. The lower inequality applies `outer_shell_bound` to the overlap charges, and the upper one uses the identity with a sum of non-negative terms.

```lean
/-- For positive radii the shell kernel is positive semidefinite with positive entries, and
all real radial functions satisfy `0 ≤ K_ab ≤ J_ab`. -/
theorem exchange_between_zero_and_coulomb (r : ι → ℝ) (hr : ∀ i, 0 < r i) :
    (shellKernel r).PosSemidef ∧ (∀ i j, 0 < shellKernel r i j) ∧
      ∀ a b : ι → ℝ, 0 ≤ exchangeK r a b ∧ exchangeK r a b ≤ coulombJ r a b := by
  refine ⟨shellKernel_posSemidef r hr, shellKernel_pos r hr, fun a b => ⟨?_, ?_⟩⟩
  · exact (div_nonneg (sq_nonneg _) (Finset.sum_nonneg fun i _ => (hr i).le)).trans
      (outer_shell_bound r (fun i => a i * b i) hr univ (∑ i, r i) fun i hi =>
        Finset.single_le_sum (fun j _ => (hr j).le) hi)
  · have h := coulombJ_sub_exchangeK r a b
    have h0 : 0 ≤ ∑ i, ∑ j, (a i * b j - a j * b i) ^ 2 * shellKernel r i j :=
      Finset.sum_nonneg fun i _ => Finset.sum_nonneg fun j _ =>
        mul_nonneg (sq_nonneg _) (shellKernel_pos r hr i j).le
    linarith
```

The theorem concerns s orbitals only: orbitals of higher angular momentum bring in further multipole kernels. It also concerns finite sums, and makes no statement about their convergence as the grid is refined.

## When the bounds are attained

The criterion for \(K_{ab}=0\) assumes distinct radii. If some overlap charge were nonzero, the strict bound with \(R=\sum_k r_k+1\), which lies strictly outside every shell, would make \(K_{ab}\) positive. The converse is immediate, since every term of the sum vanishes.

```lean
/-- On shells of distinct positive radii the exchange integral vanishes exactly when the product of
the two radial functions vanishes on every shell. -/
theorem exchangeK_eq_zero_iff (r a b : ι → ℝ) (hr : ∀ i, 0 < r i)
    (hinj : Function.Injective r) :
    exchangeK r a b = 0 ↔ ∀ i, a i * b i = 0 := by
  constructor
  · intro h i
    by_contra hi
    have hR : ∀ j ∈ (univ : Finset ι), r j < ∑ k, r k + 1 := fun j hj => by
      have := Finset.single_le_sum (fun k _ => (hr k).le) hj
      linarith
    have h1 := outer_shell_bound_strict r (fun i => a i * b i) hr hinj univ _ hR
      ⟨i, Finset.mem_univ i, hi⟩
    have h2 : 0 ≤ (∑ i, a i * b i) ^ 2 / (∑ k, r k + 1) :=
      div_nonneg (sq_nonneg _) (add_nonneg (Finset.sum_nonneg fun k _ => (hr k).le) zero_le_one)
    unfold exchangeK at h
    linarith
  · intro h
    simp [exchangeK, shellForm, h]
```

For the upper bound positive radii suffice. If \(J_{ab}=K_{ab}\), the sum of squares is zero, so each term is zero; the kernel entry is positive, which leaves \(a_ib_j-a_jb_i=0\).

```lean
/-- For positive radii, exchange and Coulomb integrals coincide exactly when `a i * b j = a j * b i`
for all pairs of shells. -/
theorem exchangeK_eq_coulombJ_iff (r a b : ι → ℝ) (hr : ∀ i, 0 < r i) :
    exchangeK r a b = coulombJ r a b ↔ ∀ i j, a i * b j = a j * b i := by
  have hd := coulombJ_sub_exchangeK r a b
  have hn : ∀ i j, 0 ≤ (a i * b j - a j * b i) ^ 2 * shellKernel r i j := fun i j =>
    mul_nonneg (sq_nonneg _) (shellKernel_pos r hr i j).le
  constructor
  · intro h i j
    have h0 : ∑ i, ∑ j, (a i * b j - a j * b i) ^ 2 * shellKernel r i j = 0 := by linarith
    -- a vanishing sum of nonnegative terms vanishes term by term
    have h1 := (Finset.sum_eq_zero_iff_of_nonneg
      (fun i _ => Finset.sum_nonneg fun j _ => hn i j)).mp h0 i (Finset.mem_univ i)
    have h2 := (Finset.sum_eq_zero_iff_of_nonneg
      (fun j _ => hn i j)).mp h1 j (Finset.mem_univ j)
    have h3 := (mul_eq_zero.mp h2).resolve_right (shellKernel_pos r hr i j).ne'
    exact sub_eq_zero.mp (pow_eq_zero_iff (two_ne_zero)|>.mp h3)
  · intro h
    have h0 : ∑ i, ∑ j, (a i * b j - a j * b i) ^ 2 * shellKernel r i j = 0 :=
      Finset.sum_eq_zero fun i _ => Finset.sum_eq_zero fun j _ => by
        rw [h i j, sub_self]
        ring
    linarith

end

end RadialCoulombKernel
```

```lean
#print axioms RadialCoulombKernel.exchange_between_zero_and_coulomb
#print axioms RadialCoulombKernel.exchangeK_eq_zero_iff
#print axioms RadialCoulombKernel.exchangeK_eq_coulombJ_iff
```

```
'RadialCoulombKernel.exchange_between_zero_and_coulomb' depends on axioms: [propext, Classical.choice, Quot.sound]
'RadialCoulombKernel.exchangeK_eq_zero_iff' depends on axioms: [propext, Classical.choice, Quot.sound]
'RadialCoulombKernel.exchangeK_eq_coulombJ_iff' depends on axioms: [propext, Classical.choice, Quot.sound]
```

## Continuous radial functions instead of shells

The orbitals could also have been modelled as functions on \((0,\infty)\), with integrals in place of sums. The statement would then concern the exact integrals and not their grid values, at the price of integrability hypotheses, and the conditions for equality would hold only up to sets of measure zero. Induction over shells would give way to the representation

\[
\frac1{\max(r,r')}=\int_{\max(r,r')}^{\infty}\frac{dt}{t^2},
\]

which turns the Coulomb form into \(\int_0^\infty Q(t)^2\,dt/t^2\), where \(Q(t)\) is the charge enclosed within radius \(t\). This variant is a sketch and is not part of the Lean development.
